# The one-particle density matrix $D$ of a pure fermionic state is idempotent exactly when $c(f-Df)$ and $c(Df)^\dagger$ annihilate the state for every orbital $f$

The fermion operators are modelled as two finite families of linear maps, $c_i$ and $c_i^\dagger$, on an arbitrary complex inner-product space, tied together by adjointness and the canonical anticommutation relations (CAR) and not by a particular Fock space. For a unit vector $v$ in that space, with $D_{ji}=\langle v,c_i^\dagger c_jv\rangle$ and $c(f)=\sum_j\overline{f_j}\,c_j$, the file proves that $D^2=D$ holds if and only if $c(f-Df)v=0$ and $c(Df)^\dagger v=0$ for every coefficient vector $f$.

In Lean 4 with Mathlib:

```lean
import Mathlib

open Matrix

namespace IdempotentDensityMatrix

noncomputable section

variable {ι H : Type*} [Fintype ι] [DecidableEq ι]
  [NormedAddCommGroup H] [InnerProductSpace ℂ H]

/-- The canonical anticommutation relations for annihilators `c i` and their adjoints `cd i`. -/
structure IsCAR (c cd : ι → H →ₗ[ℂ] H) : Prop where
  adj : ∀ i x y, inner ℂ (c i x) y = inner ℂ x (cd i y)
  anti : ∀ i j x, c i (c j x) + c j (c i x) = 0
  car : ∀ i j x, c i (cd j x) + cd j (c i x) = if i = j then x else 0

omit [DecidableEq ι] in
/-- The annihilator `c(f) = ∑ j, conj (f j) c_j` of the orbital `f`. -/
def ann (c : ι → H →ₗ[ℂ] H) (f : ι → ℂ) : H →ₗ[ℂ] H := ∑ j, star (f j) • c j

/-- The creator `c(f)† = ∑ j, f j c_j†` of the orbital `f`. -/
def cre (cd : ι → H →ₗ[ℂ] H) (f : ι → ℂ) : H →ₗ[ℂ] H := ∑ j, f j • cd j

/-- The one-particle density matrix `D_ji = ⟨v, c_i† c_j v⟩`. -/
def densityMatrix (c cd : ι → H →ₗ[ℂ] H) (v : H) : Matrix ι ι ℂ :=
  Matrix.of fun j i => inner ℂ v (cd i (c j v))

variable {c cd : ι → H →ₗ[ℂ] H}

/-- The creator of an orbital is the adjoint of its annihilator. -/
theorem ann_adjoint (h : IsCAR c cd) (f : ι → ℂ) (x y : H) :
    inner ℂ (ann c f x) y = inner ℂ x (cre cd f y) := by
  simp [ann, cre, LinearMap.sum_apply, h.adj, mul_comm]

/-- The anticommutator of `c(f)` and `c(g)†` is the overlap of the orbitals `f` and `g`. -/
theorem ann_cre_anticomm (h : IsCAR c cd) (f g : ι → ℂ) (x : H) :
    ann c f (cre cd g x) + cre cd g (ann c f x) = (star f ⬝ᵥ g) • x := by
  have h1 : ann c f (cre cd g x) = ∑ j, ∑ i, (star (f j) * g i) • c j (cd i x) := by
    rw [Finset.sum_comm]
    simp [ann, cre, LinearMap.sum_apply, map_sum, Finset.smul_sum, smul_smul, mul_comm]
  have h2 : cre cd g (ann c f x) = ∑ j, ∑ i, (star (f j) * g i) • cd i (c j x) := by
    simp [ann, cre, LinearMap.sum_apply, map_sum, Finset.smul_sum, smul_smul, mul_comm]
  rw [h1, h2]
  simp only [← Finset.sum_add_distrib, ← smul_add, h.car]
  simp [dotProduct, Finset.sum_smul]

omit [DecidableEq ι] in
/-- The density matrix gives the expectation value `⟨v, c(g)† c(f) v⟩ = ⟨f, D g⟩`. -/
theorem expect_cre_ann (c cd : ι → H →ₗ[ℂ] H) (v : H) (f g : ι → ℂ) :
    inner ℂ v (cre cd g (ann c f v)) = star f ⬝ᵥ (densityMatrix c cd v *ᵥ g) := by
  have h2 : cre cd g (ann c f v) = ∑ j, ∑ i, (star (f j) * g i) • cd i (c j v) := by
    simp [ann, cre, LinearMap.sum_apply, map_sum, Finset.smul_sum, smul_smul, mul_comm]
  rw [h2]
  simp only [inner_sum, inner_smul_right, dotProduct, Matrix.mulVec, Finset.mul_sum,
    Pi.star_apply, densityMatrix, Matrix.of_apply]
  exact Finset.sum_congr rfl fun j _ => Finset.sum_congr rfl fun i _ => by ring

/-- In a unit vector `v`, `⟨c(f)† v, c(g)† v⟩ = ⟨f, g⟩ - ⟨f, D g⟩`. -/
theorem inner_cre_cre (h : IsCAR c cd) {v : H} (hv : ‖v‖ = 1) (f g : ι → ℂ) :
    inner ℂ (cre cd f v) (cre cd g v)
      = star f ⬝ᵥ g - star f ⬝ᵥ (densityMatrix c cd v *ᵥ g) := by
  have hvv : inner ℂ v v = (1 : ℂ) := by
    rw [inner_self_eq_norm_sq_to_K, hv]; simp
  rw [← inner_conj_symm, ← ann_adjoint h, inner_conj_symm,
    eq_sub_of_add_eq (ann_cre_anticomm h f g v), inner_sub_right, inner_smul_right, hvv,
    mul_one, expect_cre_ann]

omit [DecidableEq ι] in
private theorem eq_zero_of_overlaps {w : ι → ℂ} (h : ∀ g : ι → ℂ, star g ⬝ᵥ w = 0) :
    w = 0 := by
  classical
  funext i
  have := h (star (Pi.single i 1))
  rw [star_star] at this
  simpa using this

private theorem idem_iff_mulVec (D : Matrix ι ι ℂ) :
    D * D = D ↔ ∀ f, D *ᵥ (f - D *ᵥ f) = 0 := by
  constructor
  · intro h f
    rw [Matrix.mulVec_sub, Matrix.mulVec_mulVec, h, sub_self]
  · intro h
    ext i j
    have := congrFun (h (Pi.single j 1)) i
    rw [Matrix.mulVec_sub, Matrix.mulVec_mulVec] at this
    simp at this
    linear_combination -this

/-- The density matrix is idempotent exactly when `c(f - D f) v = 0` for every orbital `f`. -/
theorem idempotent_iff_ann (h : IsCAR c cd) (v : H) :
    densityMatrix c cd v * densityMatrix c cd v = densityMatrix c cd v ↔
      ∀ f, ann c (f - densityMatrix c cd v *ᵥ f) v = 0 := by
  rw [idem_iff_mulVec]
  refine ⟨fun hD f => ?_, fun hA f => eq_zero_of_overlaps fun g => ?_⟩
  · -- the squared norm is an expectation value that vanishes
    rw [← inner_self_eq_zero (𝕜 := ℂ), ann_adjoint h, expect_cre_ann, hD f, dotProduct_zero]
  · rw [← expect_cre_ann, ← ann_adjoint h, hA f, inner_zero_left]

/-- For a unit vector the density matrix is idempotent exactly when `c(D f)† v = 0` for every
orbital `f`. -/
theorem idempotent_iff_cre (h : IsCAR c cd) {v : H} (hv : ‖v‖ = 1) :
    densityMatrix c cd v * densityMatrix c cd v = densityMatrix c cd v ↔
      ∀ f, cre cd (densityMatrix c cd v *ᵥ f) v = 0 := by
  rw [idem_iff_mulVec]
  refine ⟨fun hD f => ?_, fun hA f => eq_zero_of_overlaps fun g => ?_⟩
  · rw [← inner_self_eq_zero (𝕜 := ℂ), inner_cre_cre h hv, ← dotProduct_sub,
      ← Matrix.mulVec_sub, hD f, dotProduct_zero]
  · rw [Matrix.mulVec_sub, dotProduct_sub, ← inner_cre_cre h hv, hA f, inner_zero_right]

/-- The density matrix of a unit vector `v` obeys `D² = D` if and only if `c(f - D f) v = 0` and
`c(D f)† v = 0` for every orbital `f`. -/
theorem idempotent_iff (h : IsCAR c cd) {v : H} (hv : ‖v‖ = 1) :
    densityMatrix c cd v * densityMatrix c cd v = densityMatrix c cd v ↔
      ∀ f, ann c (f - densityMatrix c cd v *ᵥ f) v = 0 ∧
        cre cd (densityMatrix c cd v *ᵥ f) v = 0 :=
  ⟨fun hD f => ⟨(idempotent_iff_ann h v).1 hD f, (idempotent_iff_cre h hv).1 hD f⟩,
    fun hA => (idempotent_iff_ann h v).2 fun f => (hA f).1⟩

/-- If the density matrix of a unit vector is idempotent, the vector is an eigenvector of the
particle number `∑ i, c_i† c_i` with eigenvalue `tr D`. -/
theorem number_eigenvector (h : IsCAR c cd) {v : H} (hv : ‖v‖ = 1)
    (hD : densityMatrix c cd v * densityMatrix c cd v = densityMatrix c cd v) :
    ∑ i, cd i (c i v) = (densityMatrix c cd v).trace • v := by
  have herm : ∀ i j, star (densityMatrix c cd v j i) = densityMatrix c cd v i j := by
    intro i j
    simp only [densityMatrix, Matrix.of_apply, ← h.adj]
    exact inner_conj_symm _ _
  -- removing a particle only sees the occupied part of an orbital
  have hc : ∀ i, c i v = ∑ j, densityMatrix c cd v i j • c j v := by
    intro i
    have h1 : ∑ j, star ((Pi.single i 1 : ι → ℂ) j) • c j v = c i v := by
      rw [Finset.sum_eq_single i]
      · simp
      · intro j _ hj
        simp [hj]
      · simp
    have h2 : ∑ j, (star ((Pi.single i 1 : ι → ℂ) j) - densityMatrix c cd v i j) • c j v
        = 0 := by
      have h3 := (idempotent_iff_ann h v).1 hD (Pi.single i 1)
      simp only [ann, LinearMap.sum_apply, LinearMap.smul_apply, Pi.sub_apply,
        Matrix.mulVec_single_one, Matrix.col_apply, star_sub, herm] at h3
      exact h3
    simp only [sub_smul, Finset.sum_sub_distrib] at h2
    exact h1.symm.trans (sub_eq_zero.mp h2)
  -- since `c(D e_j)† v = 0`, moving `c j` past this creator leaves only `D j j • v`
  have hk : ∀ j, ∑ i, densityMatrix c cd v i j • cd i (c j v)
      = densityMatrix c cd v j j • v := by
    intro j
    have h0 : ∑ i, densityMatrix c cd v i j • cd i v = 0 := by
      simpa [cre, LinearMap.sum_apply] using (idempotent_iff_cre h hv).1 hD (Pi.single j 1)
    have h1 : ∑ i, densityMatrix c cd v i j • (c j (cd i v) + cd i (c j v))
        = densityMatrix c cd v j j • v := by simp [h.car]
    have h2 : ∑ i, densityMatrix c cd v i j • c j (cd i v) = 0 := by
      simpa [map_sum] using congrArg (c j) h0
    simpa only [smul_add, Finset.sum_add_distrib, h2, zero_add] using h1
  calc ∑ i, cd i (c i v)
      = ∑ i, ∑ j, densityMatrix c cd v i j • cd i (c j v) :=
        Finset.sum_congr rfl fun i _ => (congrArg (cd i) (hc i)).trans (by simp [map_sum])
    _ = ∑ j, densityMatrix c cd v j j • v := by
        rw [Finset.sum_comm]
        exact Finset.sum_congr rfl fun j _ => hk j
    _ = (densityMatrix c cd v).trace • v := by simp [Matrix.trace, Finset.sum_smul]

/-- The Fock space of two modes, with basis order `|00⟩, |10⟩, |01⟩, |11⟩`. -/
abbrev Fock2 := EuclideanSpace ℂ (Fin 4)

/-- The two annihilators on the two-mode Fock space. -/
def lower : Fin 2 → Fock2 →ₗ[ℂ] Fock2 :=
  ![{ toFun := fun x => !₂[x 1, 0, x 3, 0]
      map_add' := fun x y => by ext i; fin_cases i <;> simp
      map_smul' := fun a x => by ext i; fin_cases i <;> simp },
    { toFun := fun x => !₂[x 2, -x 3, 0, 0]
      map_add' := fun x y => by ext i; fin_cases i <;> simp [add_comm]
      map_smul' := fun a x => by ext i; fin_cases i <;> simp }]

/-- The two creators on the two-mode Fock space. -/
def raise : Fin 2 → Fock2 →ₗ[ℂ] Fock2 :=
  ![{ toFun := fun x => !₂[0, x 0, 0, x 2]
      map_add' := fun x y => by ext i; fin_cases i <;> simp
      map_smul' := fun a x => by ext i; fin_cases i <;> simp },
    { toFun := fun x => !₂[0, 0, x 0, -x 1]
      map_add' := fun x y => by ext i; fin_cases i <;> simp [add_comm]
      map_smul' := fun a x => by ext i; fin_cases i <;> simp }]

/-- The two-mode operators obey the CAR, and the unit vector `|10⟩` has the density matrix
`diag(1, 0)`. -/
theorem isCAR_witness : IsCAR lower raise ∧ ‖(!₂[0, 1, 0, 0] : Fock2)‖ = 1 ∧
    densityMatrix lower raise !₂[0, 1, 0, 0] = !![1, 0; 0, 0] := by
  refine ⟨⟨?_, ?_, ?_⟩, ?_, ?_⟩
  · intro i x y
    fin_cases i <;> simp [lower, raise, PiLp.inner_apply, Fin.sum_univ_four]
  · intro i j x
    fin_cases i <;> fin_cases j <;> ext k <;> fin_cases k <;> simp [lower]
  · intro i j x
    fin_cases i <;> fin_cases j <;> ext k <;> fin_cases k <;> simp [lower, raise]
  · simp [EuclideanSpace.norm_eq, Fin.sum_univ_four]
  · ext i j
    fin_cases i <;> fin_cases j <;>
      simp [densityMatrix, lower, raise, PiLp.inner_apply, Fin.sum_univ_four]

/-- The unit vector `(3/5)|00⟩ + (4/5)|11⟩` has density matrix `diag(16/25, 16/25)`, which is not
idempotent. -/
theorem paired_state_not_idempotent : ‖(!₂[3/5, 0, 0, 4/5] : Fock2)‖ = 1 ∧
    densityMatrix lower raise !₂[3/5, 0, 0, 4/5] = !![16/25, 0; 0, 16/25] ∧
    (!![16/25, 0; 0, 16/25] * !![16/25, 0; 0, 16/25] : Matrix (Fin 2) (Fin 2) ℂ)
      ≠ !![16/25, 0; 0, 16/25] := by
  refine ⟨?_, ?_, ?_⟩
  · rw [EuclideanSpace.norm_eq, Real.sqrt_eq_one]
    simp [Fin.sum_univ_four]
    norm_num
  · have h4 : (starRingEnd ℂ) 4 = 4 := map_ofNat _ 4
    have h5 : (starRingEnd ℂ) 5 = 5 := map_ofNat _ 5
    ext i j
    fin_cases i <;> fin_cases j <;>
      simp [densityMatrix, lower, raise, PiLp.inner_apply, Fin.sum_univ_four, h4, h5] <;>
      norm_num
  · intro h
    have := congrFun (congrFun h 0) 0
    norm_num [Matrix.mul_apply, Fin.sum_univ_two] at this

end

end IdempotentDensityMatrix
```

```lean
#print axioms IdempotentDensityMatrix.idempotent_iff_cre
-- 'IdempotentDensityMatrix.idempotent_iff_cre' depends on axioms: [propext, Classical.choice, Quot.sound]
#print axioms IdempotentDensityMatrix.idempotent_iff
-- 'IdempotentDensityMatrix.idempotent_iff' depends on axioms: [propext, Classical.choice, Quot.sound]
#print axioms IdempotentDensityMatrix.number_eigenvector
-- 'IdempotentDensityMatrix.number_eigenvector' depends on axioms: [propext, Classical.choice, Quot.sound]
#print axioms IdempotentDensityMatrix.paired_state_not_idempotent
-- 'IdempotentDensityMatrix.paired_state_not_idempotent' depends on axioms: [propext, Classical.choice, Quot.sound]
```

## Operators, orbitals and the index order of $D$

The finite type `ι` labels the modes, which are spin orbitals in an electronic problem, and `H` is the state space. It may be infinite-dimensional and need not be complete. The maps `c i` and `cd i` stand for $c_i$ and $c_i^\dagger$, and `IsCAR c cd` collects what is assumed about them:

- `adj`: $\langle c_ix,y\rangle=\langle x,c_i^\dagger y\rangle$, so that `cd i` really is the adjoint of `c i`;
- `anti`: $c_ic_j+c_jc_i=0$, the antisymmetry of fermions;
- `car`: $c_ic_j^\dagger+c_j^\dagger c_i=\delta_{ij}$, which also says that the orbitals are orthonormal.

A vector `f : ι → ℂ` holds the coefficients of an orbital. `ann c f` removes a particle from it and `cre cd f` adds one, as $c(f)^\dagger=\sum_jf_j\,c_j^\dagger$. The inner product is conjugate-linear in its first argument, and `star f ⬝ᵥ g` is $\langle f,g\rangle=\sum_j\overline{f_j}\,g_j$.

In `densityMatrix` the row index belongs to the annihilator and the column index to the creator. This is the transpose of the convention $\langle c_i^\dagger c_j\rangle$ with row $i$ and column $j$. With this order $D$ acts directly on orbital coefficients, and `densityMatrix c cd v *ᵥ f` is $Df$.

The main theorem is `idempotent_iff`. Two companions, `idempotent_iff_ann` and `idempotent_iff_cre`, show that each of the two conditions is by itself equivalent to $D^2=D$; the first of them does not need $v$ to be normalised. Finally, `number_eigenvector` says that an idempotent $D$ makes $v$ an eigenvector of $N=\sum_ic_i^\dagger c_i$ with eigenvalue $\operatorname{tr}D$.

## Occupied and empty orbitals

When $D^2=D$, an orbital splits as $f=Df+(f-Df)$. The condition $c(Df)^\dagger v=0$ says that the first part is full, since no further particle fits into it. The condition $c(f-Df)v=0$ says that the second part is empty, since there is nothing to remove.

This is the occupied–virtual division of Hartree–Fock theory, where idempotency is one of the constraints on the spin-orbital density matrix; here the division follows from $D^2=D$ for a normalised pure state and finitely many orthonormal orbitals. No Hamiltonian enters. The conclusion concerns the action of the operators on $v$, and the theorem does not go on to write $v$ as a Slater determinant. The state is given by a vector, and density operators do not appear in the statement.

## Two expectation values

Expanding both sums and using the CAR gives the anticommutator of smeared operators:

$$c(f)c(g)^\dagger+c(g)^\dagger c(f)=\sum_{j,i}\overline{f_j}\,g_i\,\delta_{ji}=\langle f,g\rangle .$$

This is `ann_cre_anticomm`, while `ann_adjoint` records that $c(f)^\dagger$ is the adjoint of $c(f)$. The same expansion in the state $v$ gives `expect_cre_ann`:

$$\langle v,c(g)^\dagger c(f)v\rangle=\sum_{j,i}\overline{f_j}\,g_i\,D_{ji}=\langle f,Dg\rangle .$$

For a unit vector, moving one creator to the other side and anticommuting gives `inner_cre_cre`:

$$\langle c(f)^\dagger v,c(g)^\dagger v\rangle=\langle v,c(f)c(g)^\dagger v\rangle=\langle f,g\rangle-\langle f,Dg\rangle .$$

## From idempotency to vanishing vectors and back

The lemma `idem_iff_mulVec` rewrites $D^2=D$ as $D(f-Df)=0$ for all $f$; in one direction it tests the matrices on basis vectors. Suppose that this holds. The two formulas above then give

$$\|c(f-Df)v\|^2=\langle f-Df,\;D(f-Df)\rangle=0,$$

$$\|c(Df)^\dagger v\|^2=\langle Df,\;Df-D(Df)\rangle=\langle Df,\;D(f-Df)\rangle=0 .$$

A vector of zero norm is zero, which is the role of `inner_self_eq_zero` in the code.

For the converse, take any orbital $g$. If $c(f-Df)v=0$ for all $f$, then

$$\langle g,D(f-Df)\rangle=\langle v,c(f-Df)^\dagger c(g)v\rangle=\langle c(f-Df)v,\;c(g)v\rangle=0 .$$

If instead $c(Df)^\dagger v=0$ for all $f$, then

$$\langle g,D(f-Df)\rangle=\langle g,Df\rangle-\langle g,D(Df)\rangle=\langle c(g)^\dagger v,\;c(Df)^\dagger v\rangle=0 .$$

In both cases $D(f-Df)$ is orthogonal to every $g$, so it vanishes by `eq_zero_of_overlaps`, and $D^2=D$ follows. `idempotent_iff` joins the two equivalences.

## Why the particle number is sharp

Let $D^2=D$ and let $e_i$ be the $i$-th basis vector. $D$ is Hermitian, $\overline{D_{ji}}=D_{ij}$, which is `herm` in the proof. The condition $c(e_i-De_i)v=0$ therefore reads

$$c_iv=\sum_jD_{ij}\,c_jv,$$

and this is the step `hc`. The other condition, $c(De_j)^\dagger v=0$, is used after $c_j$ has been moved past the creator:

$$\sum_iD_{ij}\,c_i^\dagger c_jv=c(De_j)^\dagger c_jv=D_{jj}\,v-c_j\,c(De_j)^\dagger v=D_{jj}\,v .$$

This is `hk`. The closing `calc` block inserts `hc` into $N$, exchanges the two sums and applies `hk`:

$$Nv=\sum_{i,j}D_{ij}\,c_i^\dagger c_jv=\sum_jD_{jj}\,v=(\operatorname{tr}D)\,v .$$

## A single mode

With one mode, $D$ is the number $p=\|cv\|^2$, the occupation of that mode, and $f$ is a single complex number. The norms computed above, before idempotency is used, become

$$\|c(f-Df)v\|^2=|f|^2\,p(1-p)^2,\qquad\|c(Df)^\dagger v\|^2=|f|^2\,p^2(1-p).$$

Each vanishes for all $f$ exactly when $p=0$ or $p=1$. For $p=0$ the first condition says $cv=0$ and the second is trivial; for $p=1$ the second says $c^\dagger v=0$ and the first is trivial. A normalised superposition $\alpha|0\rangle+\beta|1\rangle$ has $p=|\beta|^2$, so it passes only if one of the amplitudes is zero. With both amplitudes nonzero it mixes even and odd particle numbers, which the parity superselection rule for fermions excludes as a physical state; here it only illustrates the algebra. With no modes at all, $D$ is the empty matrix and every condition holds trivially.

## Two states on a two-mode Fock space

The maps `lower` and `raise` act on $\mathbb C^4$ with basis order $|00\rangle,|10\rangle,|01\rangle,|11\rangle$, and the modes are numbered 0 and 1. The minus sign in $c_1|11\rangle=-|10\rangle$ is the fermionic sign for passing the occupied mode 0. `isCAR_witness` checks that these maps satisfy all three assumptions and that $|10\rangle$ has $D=\operatorname{diag}(1,0)$. This matrix is idempotent: mode 0 is full and mode 1 is empty.

`paired_state_not_idempotent` treats the unit vector $v=\tfrac35|00\rangle+\tfrac45|11\rangle$. It has even fermion parity but no definite particle number, as in mean-field states of BCS type. Each mode has occupation $\tfrac{16}{25}$ and the off-diagonal elements vanish, so $D=\tfrac{16}{25}\mathbb 1$, which differs from its square. The failure is visible in the annihilation condition as well: for $f=e_0$,

$$c(f-Df)v=\tfrac{9}{25}\,c_0v=\tfrac{36}{125}\,|01\rangle\neq0 .$$
